# An electron started on one site of the semiclassical dimer stays mostly there when \(X>4|J|\)

## Amplitudes, energy and units

An electron hops between two sites, and each site has a local vibration that lowers the site's energy when the electron is present. Let \(c_1,c_2\) be the complex site amplitudes, \(J\) the real hopping (often written \(t\)), \(s\) the time, and \(\hbar=1\). The equations are

\[
i c_1'=-Jc_2-X|c_1|^2c_1,\qquad i c_2'=-Jc_1-X|c_2|^2c_2 .
\]

The constant \(X\) is the strength of the lattice feedback: a site with population \(|c|^2\) is lowered by \(X|c|^2\). This presumes a classical lattice that follows the population instantly. Passing from a real lattice, with inertia and quantum fluctuations, to these equations is an approximation that the theorems take as given.

```lean
import Mathlib

open Complex
open scoped ComplexConjugate

namespace DimerSelfTrapping

noncomputable section
```

`IsDimerSolution J X c₁ c₂` says that both amplitudes are differentiable functions of real time, negative times included, and satisfy the two equations. The results concern any such solution; existence is shown only for the explicit solution at \(X=4J\).

```lean
/-- The semiclassical dimer equations with hopping `J` and nonlinearity `X`:
`i c₁' = -J c₂ - X |c₁|² c₁` and `i c₂' = -J c₁ - X |c₂|² c₂`. -/
structure IsDimerSolution (J X : ℝ) (c₁ c₂ : ℝ → ℂ) : Prop where
  diff₁ : Differentiable ℝ c₁
  diff₂ : Differentiable ℝ c₂
  eq₁ : ∀ s, I * deriv c₁ s = -(J : ℂ) * c₂ s - (X : ℂ) * ((‖c₁ s‖ ^ 2 : ℝ) : ℂ) * c₁ s
  eq₂ : ∀ s, I * deriv c₂ s = -(J : ℂ) * c₁ s - (X : ℂ) * ((‖c₂ s‖ ^ 2 : ℝ) : ℂ) * c₂ s
```

Write \(n_j=|c_j|^2\). The imbalance is \(z=n_1-n_2\); in the Lean definitions, however, `z` and `w` are the two amplitudes.

```lean
/-- The population imbalance `|z|² - |w|²` of the two sites. -/
def imbalance (z w : ℂ) : ℝ := ‖z‖ ^ 2 - ‖w‖ ^ 2
```

The coherence is \(c_1^*c_2=R+iM\), with \(R\) and \(M\) real.

```lean
/-- The coherence `z* w` between the two sites. -/
def coherence (z w : ℂ) : ℂ := conj z * w
```

The energy is \(E=-2JR-\tfrac X2(n_1^2+n_2^2)\). The factor \(\tfrac12\) appears because the elastic energy of the lattice offsets half of the electron's gain.

```lean
/-- The energy `-2J Re(z* w) - (X/2)(|z|⁴ + |w|⁴)` of the dimer. -/
def energy (J X : ℝ) (z w : ℂ) : ℝ :=
  -2 * J * (coherence z w).re - X / 2 * (‖z‖ ^ 2 * ‖z‖ ^ 2 + ‖w‖ ^ 2 * ‖w‖ ^ 2)
```

## Two conserved quantities

For amplitudes \(c=a+ib\) and \(d=p+iq\), we have \(|c|^2=a^2+b^2\),

```lean
private lemma norm_sq_parts (z : ℂ) : ‖z‖ ^ 2 = z.re * z.re + z.im * z.im := by
  rw [Complex.sq_norm, Complex.normSq_apply]
```

\(\operatorname{Re}(c^*d)=ap+bq\),

```lean
private lemma coh_re (z w : ℂ) : (coherence z w).re = z.re * w.re + z.im * w.im := by
  simp only [coherence, mul_re, conj_re, conj_im]; ring
```

and \(\operatorname{Im}(c^*d)=aq-bp\).

```lean
private lemma coh_im (z w : ℂ) : (coherence z w).im = z.re * w.im - z.im * w.re := by
  simp only [coherence, mul_im, conj_re, conj_im]; ring
```

If \(c\) obeys its site equation with neighbour \(d\), then \(c'=iJd+iX|c|^2c\), so

\[
a'=-(Jq+X|c|^2b),\qquad b'=Jp+X|c|^2a .
\]

```lean
/-- Real and imaginary parts of the equation of motion of one site. -/
private lemma site_parts {J X : ℝ} {c d : ℝ → ℂ} (hc : Differentiable ℝ c) {s : ℝ}
    (h : I * deriv c s = -(J : ℂ) * d s - (X : ℂ) * ((‖c s‖ ^ 2 : ℝ) : ℂ) * c s) :
    HasDerivAt (fun r => (c r).re) (-(J * (d s).im + X * ‖c s‖ ^ 2 * (c s).im)) s ∧
    HasDerivAt (fun r => (c r).im) (J * (d s).re + X * ‖c s‖ ^ 2 * (c s).re) s := by
  have h1 := Complex.reCLM.hasFDerivAt.comp_hasDerivAt s (hc s).hasDerivAt
  have h2 := Complex.imCLM.hasFDerivAt.comp_hasDerivAt s (hc s).hasDerivAt
  have h1' : HasDerivAt (fun r => (c r).re) (deriv c s).re s := h1
  have h2' : HasDerivAt (fun r => (c r).im) (deriv c s).im s := h2
  have hr := congrArg Complex.re h
  have hi := congrArg Complex.im h
  simp only [mul_re, mul_im, sub_re, sub_im, neg_re, neg_im, ofReal_re, ofReal_im,
    I_re, I_im] at hr hi
  exact ⟨h1'.congr_deriv (by linear_combination hi),
    h2'.congr_deriv (by linear_combination -hr)⟩
```

In \((|c|^2)'=2aa'+2bb'\) the nonlinear terms cancel, leaving the hopping current \(-2J(aq-bp)=-2J\operatorname{Im}(c^*d)\).

```lean
/-- The population of a site obeying the dimer equation changes only through the hopping
current: `d|c|²/ds = -2J Im(c* d)`, where `d` is the amplitude of the other site. -/
theorem population_current {J X : ℝ} {c d : ℝ → ℂ} (hc : Differentiable ℝ c) {s : ℝ}
    (h : I * deriv c s = -(J : ℂ) * d s - (X : ℂ) * ((‖c s‖ ^ 2 : ℝ) : ℂ) * c s) :
    HasDerivAt (fun r => ‖c r‖ ^ 2) (-2 * J * (coherence (c s) (d s)).im) s := by
  obtain ⟨ha, hb⟩ := site_parts hc h
  have hf : (fun r => ‖c r‖ ^ 2) = fun r => (c r).re * (c r).re + (c r).im * (c r).im :=
    funext fun r => norm_sq_parts (c r)
  rw [hf, coh_im]
  have h3 := (ha.fun_mul ha).fun_add (hb.fun_mul hb)
  exact h3.congr_deriv (by ring)
```

Exchanging the sites reverses the sign of \(\operatorname{Im}(c_1^*c_2)\). Hence \(n_1'=-2JM\), \(n_2'=2JM\), and \(n_1+n_2\) has zero derivative everywhere, which makes it constant.

```lean
/-- The total population of the dimer is conserved. -/
theorem population_conserved {J X : ℝ} {c₁ c₂ : ℝ → ℂ} (h : IsDimerSolution J X c₁ c₂)
    (s : ℝ) : ‖c₁ s‖ ^ 2 + ‖c₂ s‖ ^ 2 = ‖c₁ 0‖ ^ 2 + ‖c₂ 0‖ ^ 2 := by
  have hd : ∀ r, HasDerivAt (fun r => ‖c₁ r‖ ^ 2 + ‖c₂ r‖ ^ 2) 0 r := fun r =>
    ((population_current h.diff₁ (h.eq₁ r)).fun_add
      (population_current h.diff₂ (h.eq₂ r))).congr_deriv (by rw [coh_im, coh_im]; ring)
  exact is_const_of_deriv_eq_zero (fun r => (hd r).differentiableAt)
    (fun r => (hd r).deriv) s 0
```

For the energy, the equations of motion give

\[
(c_1^*c_2)'=iJz-iXz\,c_1^*c_2,\qquad R'=XzM .
\]

Therefore

\[
E'=-2JXzM-X(n_1n_1'+n_2n_2')=-2JXzM+2JXzM=0 .
\]

Lean differentiates the same products in real components, and `ring` confirms the cancellation.

```lean
/-- The energy of the dimer is conserved. -/
theorem energy_conserved {J X : ℝ} {c₁ c₂ : ℝ → ℂ} (h : IsDimerSolution J X c₁ c₂)
    (s : ℝ) : energy J X (c₁ s) (c₂ s) = energy J X (c₁ 0) (c₂ 0) := by
  have hd : ∀ r, HasDerivAt (fun r => energy J X (c₁ r) (c₂ r)) 0 r := by
    intro r
    obtain ⟨ha, hb⟩ := site_parts h.diff₁ (h.eq₁ r)
    obtain ⟨hp, hq⟩ := site_parts h.diff₂ (h.eq₂ r)
    have h1 := population_current h.diff₁ (h.eq₁ r)
    have h2 := population_current h.diff₂ (h.eq₂ r)
    simp only [energy, coh_re]
    -- the change of the hopping energy cancels that of the nonlinear energy
    have h3 := (((ha.fun_mul hp).fun_add (hb.fun_mul hq)).const_mul (-2 * J)).fun_sub
      (((h1.fun_mul h1).fun_add (h2.fun_mul h2)).const_mul (X / 2))
    exact h3.congr_deriv (by rw [coh_im, coh_im]; ring)
  exact is_const_of_deriv_eq_zero (fun r => (hd r).differentiableAt)
    (fun r => (hd r).deriv) s 0
```

## An energy barrier at equal populations

Since \(|c_1^*c_2|^2=n_1n_2\),

\[
4R^2+4M^2=4n_1n_2=(n_1+n_2)^2-z^2 .
\]

```lean
/-- Bloch identity: four times the squared modulus of the coherence equals the square of the total
population minus the square of the imbalance. -/
theorem bloch_identity (z w : ℂ) :
    4 * (coherence z w).re ^ 2 + 4 * (coherence z w).im ^ 2
      = (‖z‖ ^ 2 + ‖w‖ ^ 2) ^ 2 - imbalance z w ^ 2 := by
  rw [coh_re, coh_im, imbalance, norm_sq_parts, norm_sq_parts]; ring
```

Take a normalised state. If \(z=0\), then \(n_1=n_2=\tfrac12\) and \(|2R|\le1\), so

\[
E=-2JR-\tfrac X4\ge-\tfrac X4-|J| .
\]

A solution with lower energy can never have \(z=0\). Because \(z\) is continuous, an initially positive imbalance stays positive. The proof assumes a non-positive value, obtains a zero crossing from the intermediate value theorem, and contradicts energy conservation.

```lean
/-- Self-trapping criterion: if a normalized initial state has energy below `-X/4 - |J|` and
more population on site 1 than on site 2, then site 1 holds the majority at all times. -/
theorem majority_preserved {J X : ℝ} {c₁ c₂ : ℝ → ℂ} (h : IsDimerSolution J X c₁ c₂)
    (hN : ‖c₁ 0‖ ^ 2 + ‖c₂ 0‖ ^ 2 = 1)
    (hE : energy J X (c₁ 0) (c₂ 0) < -X / 4 - |J|)
    (h0 : 0 < imbalance (c₁ 0) (c₂ 0)) (s : ℝ) : 0 < imbalance (c₁ s) (c₂ s) := by
  by_contra hs
  have hc : Continuous (fun r => imbalance (c₁ r) (c₂ r)) := by
    unfold imbalance
    exact (h.diff₁.continuous.norm.pow 2).sub (h.diff₂.continuous.norm.pow 2)
  -- a change of majority passes through equal populations
  obtain ⟨r, hr⟩ := mem_range_of_exists_le_of_exists_ge hc ⟨s, not_lt.mp hs⟩ ⟨0, h0.le⟩
  have hz : imbalance (c₁ r) (c₂ r) = 0 := hr
  have hNr := (population_conserved h r).trans hN
  have hB := bloch_identity (c₁ r) (c₂ r)
  rw [hNr, hz] at hB
  have hR : |2 * (coherence (c₁ r) (c₂ r)).re| ≤ 1 :=
    abs_le.mpr ⟨by nlinarith [sq_nonneg (coherence (c₁ r) (c₂ r)).im],
      by nlinarith [sq_nonneg (coherence (c₁ r) (c₂ r)).im]⟩
  have hJ : J * (2 * (coherence (c₁ r) (c₂ r)).re) ≤ |J| := by
    refine (le_abs_self _).trans ?_
    rw [abs_mul]
    exact mul_le_of_le_one_right (abs_nonneg J) hR
  -- there the energy is too high
  have hEr : energy J X (c₁ r) (c₂ r) = -2 * J * (coherence (c₁ r) (c₂ r)).re - X / 4 := by
    unfold energy
    unfold imbalance at hz
    linear_combination (-X / 4) * (‖c₁ r‖ ^ 2 + ‖c₂ r‖ ^ 2 + 1) * hNr
      - X / 4 * (‖c₁ r‖ ^ 2 - ‖c₂ r‖ ^ 2) * hz
  rw [← energy_conserved h r, hEr] at hE
  linarith
```

## The floor for a start on site 1

At \((c_1,c_2)=(1,0)\) the energy is \(-X/2\),

```lean
private lemma energy_localized (J X : ℝ) : energy J X 1 0 = -X / 2 := by
  simp only [energy, coherence, mul_zero, zero_re, norm_one, norm_zero]; ring
```

and the total population is 1 at all times.

```lean
private lemma localized_norm {J X : ℝ} {c₁ c₂ : ℝ → ℂ} (h : IsDimerSolution J X c₁ c₂)
    (h1 : c₁ 0 = 1) (h2 : c₂ 0 = 0) (s : ℝ) : ‖c₁ s‖ ^ 2 + ‖c₂ s‖ ^ 2 = 1 := by
  rw [population_conserved h s, h1, h2]; norm_num
```

With \(n_1^2+n_2^2=(1+z^2)/2\), energy conservation reads

\[
-2JR-\tfrac X4(1+z^2)=-\tfrac X2,
\qquad\text{so}\qquad 8JR=X(1-z^2).
\]

```lean
/-- For a start on site 1, the coherence is tied to the imbalance `z` by
`8J Re(c₁* c₂) = X (1 - z²)`. -/
theorem localized_coherence {J X : ℝ} {c₁ c₂ : ℝ → ℂ} (h : IsDimerSolution J X c₁ c₂)
    (h1 : c₁ 0 = 1) (h2 : c₂ 0 = 0) (s : ℝ) :
    8 * J * (coherence (c₁ s) (c₂ s)).re = X * (1 - imbalance (c₁ s) (c₂ s) ^ 2) := by
  have hN := localized_norm h h1 h2 s
  have hE := energy_conserved h s
  rw [h1, h2, energy_localized] at hE
  unfold energy at hE
  unfold imbalance
  linear_combination -4 * hE - X * (‖c₁ s‖ ^ 2 + ‖c₂ s‖ ^ 2 + 1) * hN
```

The condition \(X>4|J|\) is exactly \(-X/2<-X/4-|J|\), so \(z>0\) throughout. Put \(u=1-z^2\ge0\). Squaring the last relation and using \(4R^2=u-4M^2\) gives

\[
X^2u^2=64J^2R^2=16J^2u-64J^2M^2,
\qquad u(X^2u-16J^2)=-64J^2M^2\le0 .
\]

If \(u>0\), this forces \(X^2u\le16J^2\); if \(u=0\), the inequality is immediate. Thus \(z^2\ge1-16J^2/X^2\), and the sign of \(z\) selects the positive root:

\[
z(s)\ge\sqrt{1-16J^2/X^2}.
\]

In the code, `key` is the factored identity and `hle` the resulting inequality.

```lean
/-- Self-trapping: for `X > 4|J|` and a start on site 1, the population imbalance is at least
`√(1 - 16J²/X²)` at all times. -/
theorem self_trapping {J X : ℝ} {c₁ c₂ : ℝ → ℂ} (h : IsDimerSolution J X c₁ c₂)
    (h1 : c₁ 0 = 1) (h2 : c₂ 0 = 0) (hX : 4 * |J| < X) (s : ℝ) :
    Real.sqrt (1 - 16 * J ^ 2 / X ^ 2) ≤ imbalance (c₁ s) (c₂ s) := by
  have hX0 : 0 < X := by linarith [abs_nonneg J]
  have hpos : 0 < imbalance (c₁ s) (c₂ s) := by
    refine majority_preserved h (localized_norm h h1 h2 0) ?_ ?_ s
    · rw [h1, h2, energy_localized]; linarith
    · rw [h1, h2]; norm_num [imbalance]
  have hO := localized_coherence h h1 h2 s
  have hB := bloch_identity (c₁ s) (c₂ s)
  rw [localized_norm h h1 h2 s] at hB
  refine Real.sqrt_le_iff.mpr ⟨hpos.le, ?_⟩
  generalize imbalance (c₁ s) (c₂ s) = z at *
  generalize (coherence (c₁ s) (c₂ s)).re = R at *
  generalize (coherence (c₁ s) (c₂ s)).im = M at *
  -- the two relations give X² (1 - z²)² ≤ 16 J² (1 - z²)
  have hu : 0 ≤ 1 - z ^ 2 := by nlinarith [sq_nonneg R, sq_nonneg M]
  have key : (1 - z ^ 2) * ((1 - z ^ 2) * X ^ 2 - 16 * J ^ 2) = -(64 * (J * M) ^ 2) := by
    linear_combination (-(8 * J * R + X * (1 - z ^ 2))) * hO + 16 * J ^ 2 * hB
  have hle : (1 - z ^ 2) * X ^ 2 ≤ 16 * J ^ 2 := by
    by_contra hc
    have hc' := not_le.mp hc
    have hne : 1 - z ^ 2 ≠ 0 := by
      intro h0
      rw [h0, zero_mul] at hc'
      linarith [sq_nonneg J]
    have := mul_pos (lt_of_le_of_ne hu hne.symm) (sub_pos.mpr hc')
    linarith [sq_nonneg (J * M)]
  have := (le_div_iff₀ (pow_pos hX0 2)).mpr hle
  linarith
```

For \(J=1\), \(X=5\), the floor is \(\sqrt{1-16/25}=3/5\): site 1 always holds at least \(80\%\) of the population. The state \((\sqrt{0.8},\sqrt{0.2})\) lies on this edge. It has \(R=0.4\) and energy \(-0.8-2.5(0.64+0.04)=-2.5\), equal to the starting value \(-X/2\).

The same relations determine the speed of the imbalance for any real \(X\). From \(z'=-4JM\),

\[
z'^2=16J^2M^2=4J^2u-16J^2R^2
=(1-z^2)\left(4J^2-\tfrac{X^2}{4}(1-z^2)\right).
\]

```lean
/-- For a start on site 1, the imbalance `z` obeys the closed equation
`z'² = (1 - z²)(4J² - X²(1 - z²)/4)`. -/
theorem imbalance_equation {J X : ℝ} {c₁ c₂ : ℝ → ℂ} (h : IsDimerSolution J X c₁ c₂)
    (h1 : c₁ 0 = 1) (h2 : c₂ 0 = 0) (s : ℝ) :
    deriv (fun r => imbalance (c₁ r) (c₂ r)) s ^ 2 = (1 - imbalance (c₁ s) (c₂ s) ^ 2) *
      (4 * J ^ 2 - X ^ 2 / 4 * (1 - imbalance (c₁ s) (c₂ s) ^ 2)) := by
  have hd : HasDerivAt (fun r => imbalance (c₁ r) (c₂ r))
      (-4 * J * (coherence (c₁ s) (c₂ s)).im) s :=
    ((population_current h.diff₁ (h.eq₁ s)).fun_sub
      (population_current h.diff₂ (h.eq₂ s))).congr_deriv (by simp only [coh_im]; ring)
  have hO := localized_coherence h h1 h2 s
  have hB := bloch_identity (c₁ s) (c₂ s)
  rw [localized_norm h h1 h2 s] at hB
  rw [hd.deriv]
  linear_combination 4 * J ^ 2 * hB - (1 / 4) * (8 * J * (coherence (c₁ s) (c₂ s)).re
    + X * (1 - imbalance (c₁ s) (c₂ s) ^ 2)) * hO
```

In a mean-field simulation of this two-site model with instantaneous lattice response, the conserved population and energy give direct checks on a computed trajectory; for a start on site 1 with \(X>4|J|\), the floor gives another.

## Loss of the positive floor at \(X=4J\)

Let \(C=\cosh2Js\), \(S=\sinh2Js\), and \(\sigma=1\) for site 1, \(\sigma=-1\) for site 2. Consider

\[
c_\sigma=e^{3iJs}(u_\sigma+iv),\qquad
u_\sigma=\tfrac12(1+\sigma/C),\qquad v=\frac{S}{2C}.
\]

```lean
/-- The amplitude `e^{3iJs} (1 + σ sech 2Js + i tanh 2Js)/2`, with `σ = 1` for site 1 and
`σ = -1` for site 2. -/
def criticalAmplitude (J σ s : ℝ) : ℂ :=
  Complex.exp (((3 * J * s : ℝ) : ℂ) * I) *
    ((((1 + σ / Real.cosh (2 * J * s)) / 2 : ℝ) : ℂ) +
      ((Real.sinh (2 * J * s) / Real.cosh (2 * J * s) / 2 : ℝ) : ℂ) * I)
```

Because \(1+S^2=C^2\),

\[
|c_\sigma|^2=\tfrac14\left(1+\frac{2\sigma}{C}+\frac{1+S^2}{C^2}\right)=u_\sigma .
\]

```lean
private lemma critical_population (J s : ℝ) {σ : ℝ} (hσ : σ ^ 2 = 1) :
    ‖criticalAmplitude J σ s‖ ^ 2 = (1 + σ / Real.cosh (2 * J * s)) / 2 := by
  have huv : (σ / Real.cosh (2 * J * s)) ^ 2
      + (Real.sinh (2 * J * s) / Real.cosh (2 * J * s)) ^ 2 = 1 := by
    rw [div_pow, div_pow, hσ, ← add_div, div_eq_one_iff_eq
      (pow_ne_zero 2 (Real.cosh_pos _).ne'), Real.cosh_sq]
    ring
  rw [criticalAmplitude, norm_mul, Complex.norm_exp_ofReal_mul_I, one_mul, norm_sq_parts]
  simp only [add_re, add_im, mul_re, mul_im, ofReal_re, ofReal_im, I_re, I_im]
  linear_combination (1 / 4) * huv
```

The derivatives are \(u_\sigma'=-J\sigma S/C^2\) and \(v'=J/C^2\), and \(u_{-\sigma}=1-u_\sigma\). After removal of the phase, the real and imaginary parts of the site equation reduce, for \(J\neq0\), to

\[
(2u_\sigma-1)^2=\frac1{C^2},\qquad
2v(2u_\sigma-1)=\frac{\sigma S}{C^2},
\]

which both follow from \(2u_\sigma-1=\sigma/C\). For \(J=0\) the amplitudes are constant and the equation is trivial.

```lean
private lemma critical_site (J s : ℝ) {σ : ℝ} (hσ : σ ^ 2 = 1) :
    DifferentiableAt ℝ (criticalAmplitude J σ) s ∧
    I * deriv (criticalAmplitude J σ) s = -(J : ℂ) * criticalAmplitude J (-σ) s
      - ((4 * J : ℝ) : ℂ) * ((‖criticalAmplitude J σ s‖ ^ 2 : ℝ) : ℂ)
        * criticalAmplitude J σ s := by
  have hl : ∀ a : ℝ, HasDerivAt (fun r : ℝ => a * r) a s := fun a =>
    ((hasDerivAt_id' s).const_mul a).congr_deriv (mul_one a)
  have hC := (hl (2 * J)).cosh
  have hS := (hl (2 * J)).sinh
  have hC0 : Real.cosh (2 * J * s) ≠ 0 := (Real.cosh_pos _).ne'
  have hU : HasDerivAt (fun r => (1 + σ / Real.cosh (2 * J * r)) / 2)
      (-(J * σ * Real.sinh (2 * J * s) / Real.cosh (2 * J * s) ^ 2)) s :=
    ((((hasDerivAt_const s σ).fun_div hC hC0).const_add 1).div_const 2).congr_deriv (by ring)
  have hV : HasDerivAt (fun r => Real.sinh (2 * J * r) / Real.cosh (2 * J * r) / 2)
      (J / Real.cosh (2 * J * s) ^ 2) s := by
    refine ((hS.fun_div hC hC0).div_const 2).congr_deriv ?_
    have e : Real.cosh (2 * J * s) * (2 * J) * Real.cosh (2 * J * s)
        - Real.sinh (2 * J * s) * (Real.sinh (2 * J * s) * (2 * J)) = 2 * J := by
      linear_combination 2 * J * Real.cosh_sq (2 * J * s)
    rw [e]; ring
  have hD := ((hl (3 * J)).ofReal_comp.mul_const I).cexp.fun_mul
    (hU.ofReal_comp.fun_add (hV.ofReal_comp.mul_const I))
  have hD' : HasDerivAt (criticalAmplitude J σ) _ s := hD
  refine ⟨hD'.differentiableAt, ?_⟩
  rw [hD'.deriv, critical_population J s hσ]
  unfold criticalAmplitude
  -- what remains is algebra in the phase factor, cosh and sinh
  generalize Complex.exp (((3 * J * s : ℝ) : ℂ) * I) = e
  generalize Real.cosh (2 * J * s) = C
  generalize Real.sinh (2 * J * s) = S
  have hσ' : (σ : ℂ) ^ 2 = 1 := by exact_mod_cast hσ
  push_cast
  linear_combination e * (3 * J * ((1 + σ / C) / 2 + S / C / 2 * I) + J / (C : ℂ) ^ 2) * I_sq
    + e * J / (C : ℂ) ^ 2 * hσ'
```

At \(s=0\) the amplitudes are \((1,0)\), and their imbalance is \(u_1-u_{-1}=1/\cosh(2Js)\). For \(J>0\) this tends to zero at long times, so no positive floor survives at \(X=4J\). Replacing \(c_2\) by \(-c_2\) reverses the sign of \(J\) and keeps \(X\) and the populations, so the same holds for \(J<0\) at \(X=4|J|\). For \(J=X=0\) the electron simply stays on site 1.

```lean
/-- At the threshold `X = 4J` the critical amplitudes solve the dimer equations from a start on
site 1, and their imbalance is `1 / cosh(2Js)`. -/
theorem threshold_solution (J : ℝ) :
    IsDimerSolution J (4 * J) (criticalAmplitude J 1) (criticalAmplitude J (-1)) ∧
    criticalAmplitude J 1 0 = 1 ∧ criticalAmplitude J (-1) 0 = 0 ∧
    ∀ s, imbalance (criticalAmplitude J 1 s) (criticalAmplitude J (-1) s)
      = 1 / Real.cosh (2 * J * s) := by
  have hp : (1 : ℝ) ^ 2 = 1 := by norm_num
  have hm : (-1 : ℝ) ^ 2 = 1 := by norm_num
  refine ⟨⟨fun s => (critical_site J s hp).1, fun s => (critical_site J s hm).1,
    fun s => (critical_site J s hp).2, fun s => ?_⟩, ?_, ?_, fun s => ?_⟩
  · have h := (critical_site J s hm).2
    rw [neg_neg (1 : ℝ)] at h
    exact h
  · norm_num [criticalAmplitude]
  · norm_num [criticalAmplitude]
  · rw [imbalance, critical_population J s hp, critical_population J s hm]; ring

end

end DimerSelfTrapping
```

## The opposite sign of the feedback

Complex conjugation turns a solution with parameters \((J,X)\) into one with \((-J,-X)\) and leaves the populations unchanged. The argument therefore also gives the same floor for \(X<-4|J|\), a corollary left here as a short derivation without its own Lean theorem.

```lean
#print axioms DimerSelfTrapping.self_trapping
#print axioms DimerSelfTrapping.imbalance_equation
#print axioms DimerSelfTrapping.threshold_solution
```

```
'DimerSelfTrapping.self_trapping' depends on axioms: [propext, Classical.choice, Quot.sound]
'DimerSelfTrapping.imbalance_equation' depends on axioms: [propext, Classical.choice, Quot.sound]
'DimerSelfTrapping.threshold_solution' depends on axioms: [propext, Classical.choice, Quot.sound]
```
